# Shape invariance: raised states of a factorised hierarchy and their eigenvalues

## Question

Let linear maps \(A_k, B_k\) (\(k = 0, 1, 2, \dots\)) on a vector space satisfy \(A_k B_k = B_{k+1} A_{k+1} + R_k\) with scalars \(R_k\), and let \(v\) be a vector with \(A_n v = 0\). The claim is that \(w = B_0 B_1 \cdots B_{n-1} v\) obeys

\[ B_0 A_0\, w = (R_0 + R_1 + \cdots + R_{n-1})\, w . \]

In supersymmetric quantum mechanics \(H_k = B_k A_k\) is the \(k\)-th Hamiltonian of a hierarchy, \(v\) is the zero-energy state of \(H_n\), and \(w\) is meant to be the \(n\)-th excited state of \(H_0\). How can this be stated and proved in Lean 4 with Mathlib, including a condition under which \(w\) is not simply zero, and a check against the harmonic oscillator?

## Answer

The equation follows from the operator relation and \(A_n v = 0\) alone, for any module over a commutative ring. Over a field, \(w\) is nonzero, and hence an eigenvector, if \(v \neq 0\) and all tail sums \(R_j + \cdots + R_{n-1}\) with \(j < n\) are nonzero.

### Modelling choices

In one dimension, in units with \(\hbar^2/(2\,\text{mass}) = 1\), one takes real functions \(W_k(x)\), the superpotentials, and sets \(A_k = d/dx + W_k\) and \(B_k = -d/dx + W_k\). Then \(B_k A_k = -d^2/dx^2 + W_k^2 - W_k'\) and \(A_k B_k = -d^2/dx^2 + W_k^2 + W_k'\), and the operator relation becomes \(W_k^2 + W_k' = W_{k+1}^2 - W_{k+1}' + R_k\) with constant \(R_k\). This relation alone does not single out special potentials: \(W_{k+1} = -W_k\) with \(R_k = 0\) always satisfies it, and for a potential with bound states one can take \(W_k = -\psi_k'/\psi_k\), with \(\psi_k\) the nodeless ground state of the \(k\)-th member and \(R_k\) the spacing of successive levels, for as many members as there are bound states. Shape invariance in the usual sense adds that all \(W_k(x) = W(x; a_k)\) share one functional form \(W\), with parameters \(a_k\) related by a fixed rule \(a_{k+1} = f(a_k)\), so that the \(W_k\) and \(R_k\) are known without solving for the states. For one-dimensional or radial single-particle potentials of this kind, the method gives the energy of the \(n\)-th excited bound state of \(H_0\) as the explicit sum \(R_0 + \cdots + R_{n-1}\), provided that each \(A_k\) with \(k \leq n\) annihilates a bound state of \(H_k\). The functional form alone is not enough: \(W(x; a) = a\,g(x)\) with \(a_{k+1} = -a_k\) and \(R_k = 0\) has it for every function \(g\). The theorems below need only the relation itself, and in this text the words "shape invariance" refer to that more general relation.

The file keeps only the algebra. The state space `V` is a module over a commutative ring `K` of scalars, and the operators are sequences `A B : ℕ → Module.End K V` of linear maps defined on all of `V`. The product `*` in `Module.End K V` is composition with the right factor acting first, so `ham A B k`, defined as `B k * A k`, is \(H_k = B_k A_k\). The predicate `ShapeInvariant A B R` says \(A_k B_k x = H_{k+1} x + R_k x\) for every index \(k\) and every vector \(x\). It fixes a labelling convention: the remainder between members \(k\) and \(k+1\) carries the index \(k\), so the sum starts at \(R_0\). Shape invariance is a hypothesis of the general theorems and is derived only for the oscillator.

For a starting index \(m\) and a length \(n\), write

\[ C_{m,n} = B_m B_{m+1} \cdots B_{m+n-1}, \qquad L_{m,n} = R_m + R_{m+1} + \cdots + R_{m+n-1}. \]

These are `chain B m n` and `level R m n`. The chain is defined by \(C_{m,0} = 1\) and \(C_{m,n+1} = B_m C_{m+1,n}\), and the level is the sum of \(R_{m+j}\) over \(j = 0, \dots, n-1\), so \(L_{m,0} = 0\).

There is no inner product, so \(B_k\) is not required to be the adjoint of \(A_k\), and there are no domains of unbounded operators, boundary conditions or square-integrability. The theorems produce one eigenvector for each \(n\) at which a suitable \(v\) exists. Despite the word "spectrum" in the name of the main theorem, they do not say that these eigenvalues are ordered, non-degenerate, or exhaust the spectrum of \(H_0\).

### Derivation by hand

One raising step comes first. Suppose \(H_{k+1} u = E u\) for a vector \(u\) and a scalar \(E\). Regrouping the three factors and using shape invariance on the inner pair,

\[ H_k B_k u = B_k (A_k B_k u) = B_k (H_{k+1} u + R_k u) = B_k (E u + R_k u) = (R_k + E)\, B_k u . \]

The step is then iterated. The claim is that for every \(m\), if \(H_{m+n} v = E v\), then \(H_m C_{m,n} v = (L_{m,n} + E)\, C_{m,n} v\). For \(n = 0\) this is the hypothesis. For length \(n+1\), assume \(H_{m+n+1} v = E v\) and put \(u = C_{m+1,n} v\). The claim for length \(n\) and start \(m+1\) gives \(H_{m+1} u = (L_{m+1,n} + E) u\). One raising step with \(k = m\) gives

\[ H_m B_m u = (R_m + L_{m+1,n} + E)\, B_m u = (L_{m,n+1} + E)\, C_{m,n+1} v , \]

since \(L_{m,n+1} = R_m + L_{m+1,n}\) and \(B_m u = C_{m,n+1} v\). The main result is the case \(m = 0\), \(E = 0\), because \(A_n v = 0\) implies \(H_n v = B_n 0 = 0\).

The equation \(H_0 w = L_{0,n} w\) holds trivially when \(w = 0\), so non-vanishing needs its own argument. Let the scalars form a field, let \(v \neq 0\), and let \(A_{m+n} v = 0\) with all tail sums \(R_{m+j} + \cdots + R_{m+n-1}\), \(j < n\), nonzero. The claim \(C_{m,n} v \neq 0\) is again proved by induction on the length for all \(m\). At length \(0\) it reads \(v \neq 0\). At length \(n+1\), where \(A_{m+n+1} v = 0\), the vector \(u = C_{m+1,n} v\) is nonzero by the induction hypothesis, which uses the tails with \(j \geq 1\). Lowering the raised state gives

\[ A_m B_m u = H_{m+1} u + R_m u = (L_{m+1,n} + R_m)\, u = L_{m,n+1}\, u . \]

If \(B_m u\) were zero, the left side would vanish, while the right side is a nonzero scalar (the tail with \(j = 0\)) times a nonzero vector.

For the oscillator, \(W_k = x\) for all \(k\). On a function \(p(x) e^{-x^2/2}\) with a polynomial \(p\), the operators act as \((d/dx + x)(p\, e^{-x^2/2}) = p'\, e^{-x^2/2}\) and \((-d/dx + x)(p\, e^{-x^2/2}) = (2xp - p')\, e^{-x^2/2}\). On the polynomial factor one therefore has \(A = d/dx\) and \(B = 2x - d/dx\), and

\[ A B p = 2p + 2x p' - p'' = B A p + 2p . \]

So \(R_k = 2\), the constant polynomial \(v = 1\) is annihilated by \(A\), a tail sum with \(l+1\) terms is \(2(l+1) > 0\), and \(B^n 1\) is an eigenvector of \(BA\) with eigenvalue \(2n\).

### The file

```lean
import Mathlib

open Finset Polynomial

namespace ShapeInvariance

section General

variable {K V : Type*} [CommRing K] [AddCommGroup V] [Module K V]

/-- The factorised Hamiltonian `H_k = B_k A_k` of the `k`-th member of the hierarchy. -/
def ham (A B : ℕ → Module.End K V) (k : ℕ) : Module.End K V := B k * A k

/-- The operator relation behind shape invariance (no common functional form of the members
is required): the partner `A_k B_k` equals the next Hamiltonian `B_(k+1) A_(k+1)`
shifted by the scalar remainder `R_k`. -/
def ShapeInvariant (A B : ℕ → Module.End K V) (R : ℕ → K) : Prop :=
  ∀ k x, A k (B k x) = ham A B (k + 1) x + R k • x

/-- The raising chain `B_m B_(m+1) ⋯ B_(m+n-1)` of `n` factors (the identity for `n = 0`). -/
def chain (B : ℕ → Module.End K V) : ℕ → ℕ → Module.End K V
  | _, 0 => 1
  | m, n + 1 => B m * chain B (m + 1) n

/-- The sum of remainders `R_m + R_(m+1) + ⋯ + R_(m+n-1)`. -/
def level (R : ℕ → K) (m n : ℕ) : K := ∑ j ∈ range n, R (m + j)

/-- The first remainder splits off the sum of `n + 1` remainders. -/
theorem level_succ (R : ℕ → K) (m n : ℕ) :
    level R m (n + 1) = R m + level R (m + 1) n := by
  unfold level
  rw [Finset.sum_range_succ', Nat.add_zero, add_comm]
  congr 1
  refine Finset.sum_congr rfl fun j _ => ?_
  congr 1
  omega

/-- One raising step: if `H_(k+1) u = E u`, then `H_k (B_k u) = (R_k + E) B_k u`. -/
theorem raise {A B : ℕ → Module.End K V} {R : ℕ → K} (h : ShapeInvariant A B R)
    (k : ℕ) (u : V) (E : K) (hu : ham A B (k + 1) u = E • u) :
    ham A B k (B k u) = (R k + E) • B k u := by
  -- H_k B_k u = B_k (A_k B_k u), then use shape invariance
  have e : ham A B k (B k u) = B k (A k (B k u)) := rfl
  rw [e, h k u, hu, map_add, map_smul, map_smul, add_smul, add_comm]

/-- If `H_(m+n) v = E v`, then `w = B_m ⋯ B_(m+n-1) v` obeys
`H_m w = (R_m + ⋯ + R_(m+n-1) + E) w`. -/
theorem chain_eigen {A B : ℕ → Module.End K V} {R : ℕ → K} (h : ShapeInvariant A B R)
    (n m : ℕ) (v : V) (E : K) (hv : ham A B (m + n) v = E • v) :
    ham A B m (chain B m n v) = (level R m n + E) • chain B m n v := by
  induction n generalizing m with
  | zero => simpa [chain, level] using hv
  | succ n ih =>
    have hm : m + 1 + n = m + (n + 1) := by omega
    have hu := ih (m + 1) (by rw [hm]; exact hv)
    have e : chain B m (n + 1) v = B m (chain B (m + 1) n v) := rfl
    rw [e, raise h m _ _ hu, level_succ, add_assoc]

/-- For a shape-invariant hierarchy and `A_n v = 0`, the state `w = B_0 B_1 ⋯ B_(n-1) v`
obeys `B_0 A_0 w = (R_0 + ⋯ + R_(n-1)) w`. -/
theorem shape_invariance_spectrum {A B : ℕ → Module.End K V} {R : ℕ → K}
    (h : ShapeInvariant A B R) (n : ℕ) (v : V) (hv : A n v = 0) :
    B 0 (A 0 (chain B 0 n v)) = (∑ j ∈ range n, R j) • chain B 0 n v := by
  -- v has zero energy for H_n
  have h0 : ham A B (0 + n) v = (0 : K) • v := by
    have e : ham A B (0 + n) v = B (0 + n) (A (0 + n) v) := rfl
    rw [e, Nat.zero_add, hv, map_zero, zero_smul]
  have key := chain_eigen h n 0 v 0 h0
  have e : level R 0 n + 0 = ∑ j ∈ range n, R j := by simp [level]
  rw [e] at key
  exact key

end General

section OverField

variable {K V : Type*} [Field K] [AddCommGroup V] [Module K V]

/-- If `v ≠ 0`, `A_(m+n) v = 0` and every tail sum `R_(m+j) + ⋯ + R_(m+n-1)` with `j < n`
is nonzero, then the raised state `B_m ⋯ B_(m+n-1) v` is nonzero. -/
theorem chain_ne_zero {A B : ℕ → Module.End K V} {R : ℕ → K} (h : ShapeInvariant A B R)
    (n m : ℕ) (v : V) (hv0 : v ≠ 0) (hv : A (m + n) v = 0)
    (hR : ∀ j l, j + (l + 1) = n → level R (m + j) (l + 1) ≠ 0) :
    chain B m n v ≠ 0 := by
  induction n generalizing m with
  | zero => exact hv0
  | succ n ih =>
    have hm : m + 1 + n = m + (n + 1) := by omega
    have hv' : A (m + 1 + n) v = 0 := by rw [hm]; exact hv
    have hu : chain B (m + 1) n v ≠ 0 := by
      refine ih (m + 1) hv' fun j l hjl => ?_
      have hj : m + 1 + j = m + (j + 1) := by omega
      rw [hj]
      exact hR (j + 1) l (by omega)
    have h0 : ham A B (m + 1 + n) v = (0 : K) • v := by
      have e : ham A B (m + 1 + n) v = B (m + 1 + n) (A (m + 1 + n) v) := rfl
      rw [e, hv', map_zero, zero_smul]
    have hE := chain_eigen h n (m + 1) v 0 h0
    -- lowering the raised state returns the shorter chain times the level
    have low : A m (B m (chain B (m + 1) n v))
        = level R m (n + 1) • chain B (m + 1) n v := by
      rw [h m, hE, add_zero, level_succ, add_smul]
      exact add_comm _ _
    intro hw
    have hw' : B m (chain B (m + 1) n v) = 0 := hw
    rw [hw', map_zero] at low
    have hL : level R m (n + 1) ≠ 0 := hR 0 n (by omega)
    exact (smul_ne_zero hL hu) low.symm

/-- If `v ≠ 0`, `A_n v = 0` and every tail sum `R_j + ⋯ + R_(n-1)` with `j < n` is nonzero,
then `B_0 ⋯ B_(n-1) v` is an eigenvector of `H_0` with eigenvalue `R_0 + ⋯ + R_(n-1)`. -/
theorem chain_hasEigenvector {A B : ℕ → Module.End K V} {R : ℕ → K}
    (h : ShapeInvariant A B R) (n : ℕ) (v : V) (hv0 : v ≠ 0) (hv : A n v = 0)
    (hR : ∀ j l, j + (l + 1) = n → level R j (l + 1) ≠ 0) :
    (ham A B 0).HasEigenvector (∑ j ∈ range n, R j) (chain B 0 n v) := by
  refine ⟨Module.End.mem_eigenspace_iff.mpr (shape_invariance_spectrum h n v hv), ?_⟩
  refine chain_ne_zero h n 0 v hv0 (by rw [Nat.zero_add]; exact hv) fun j l hjl => ?_
  rw [Nat.zero_add]
  exact hR j l hjl

end OverField

/-- The lowering operator `d/dx` on real polynomials,
the same for every `k`. -/
noncomputable def oscA : ℕ → Module.End ℝ ℝ[X] := fun _ => derivative

/-- The raising operator `2x - d/dx` on real polynomials,
the same for every `k`. -/
noncomputable def oscB : ℕ → Module.End ℝ ℝ[X] :=
  fun _ => (2 : ℝ) • LinearMap.mulLeft ℝ (X : ℝ[X]) - derivative

/-- The oscillator operators on real polynomials are shape invariant with all remainders
equal to `2`, and each lowering operator annihilates the constant polynomial `1`. -/
theorem oscillator_witness :
    ShapeInvariant oscA oscB (fun _ => 2) ∧ ∀ n, oscA n 1 = 0 := by
  have hA : ∀ (k : ℕ) (q : ℝ[X]), oscA k q = derivative q := fun k q => by
    simp only [oscA]
  have hB : ∀ (k : ℕ) (q : ℝ[X]), oscB k q = (2 : ℝ) • (X * q) - derivative q := fun k q => by
    simp only [oscB, LinearMap.sub_apply, LinearMap.smul_apply, LinearMap.mulLeft_apply]
  refine ⟨fun k p => ?_, fun n => by rw [hA, derivative_one]⟩
  -- the product rule for d/dx (x p) supplies the remainder
  simp only [ham, Module.End.mul_apply, hA, hB]
  rw [map_sub, map_smul, derivative_mul, derivative_X, one_mul, smul_add]
  abel

/-- The polynomial obtained by applying `2x - d/dx` to `1` a total of `n` times is an
eigenvector of `(2x - d/dx) d/dx` with eigenvalue `2n`. -/
theorem oscillator_levels (n : ℕ) :
    (ham oscA oscB 0).HasEigenvector (2 * (n : ℝ)) (chain oscB 0 n 1) := by
  have key := chain_hasEigenvector oscillator_witness.1 n 1 one_ne_zero
    (oscillator_witness.2 n) (fun j l _ => by
      have e : level (fun _ => (2 : ℝ)) j (l + 1) = ((l : ℝ) + 1) * 2 := by
        simp [level]
      rw [e]
      positivity)
  have e : (∑ _j ∈ range n, (2 : ℝ)) = 2 * (n : ℝ) := by
    rw [Finset.sum_const, Finset.card_range, nsmul_eq_mul, mul_comm]
  rw [← e]
  exact key

end ShapeInvariance
```

```lean
#print axioms ShapeInvariance.shape_invariance_spectrum
#print axioms ShapeInvariance.oscillator_levels
```

```
'ShapeInvariance.shape_invariance_spectrum' depends on axioms: [propext, Classical.choice, Quot.sound]
'ShapeInvariance.oscillator_levels' depends on axioms: [propext, Classical.choice, Quot.sound]
```

### The statements in words

The theorem `shape_invariance_spectrum` is the claim of the question: from `ShapeInvariant A B R` and `A n v = 0` it concludes that `B 0 (A 0 (chain B 0 n v))` equals \(\sum_{j<n} R_j\) times `chain B 0 n v`. It allows \(v = 0\) and \(w = 0\). At \(n = 0\) the chain is the identity, the sum is empty, and the statement is \(B_0 A_0 v = 0\).

The theorem `chain_hasEigenvector` works over a field and adds `v ≠ 0` and the tail condition. Its conclusion `HasEigenvector` combines the eigenvalue equation with \(w \neq 0\). The tail condition is written as `j + (l + 1) = n → level R j (l + 1) ≠ 0`. Here \(L_{j,l+1} = R_j + \cdots + R_{j+l}\) and \(j + l = n - 1\), so this is the tail from \(j\) to \(n-1\), expressed without subtraction of natural numbers. For \(n = 0\) no pair \(j, l\) qualifies, and the theorem says that \(v\) is an eigenvector of \(H_0\) with eigenvalue \(0\). For \(n = 1\) the condition is \(R_0 \neq 0\).

The theorems `oscillator_witness` and `oscillator_levels` concern \(d/dx\) and \(2x - d/dx\) on the real polynomials `ℝ[X]`. The Gaussian factor does not appear in the file; the passage from wave functions to polynomials is part of the modelling.

### How the proofs follow the derivation

The lemma `level_succ` is \(L_{m,n+1} = R_m + L_{m+1,n}\): `Finset.sum_range_succ'` detaches the \(j = 0\) term, and `omega` matches the index \(m + (j+1)\) with \((m+1) + j\) in the rest. In `raise`, the regrouping \(H_k B_k u = B_k(A_k B_k u)\) holds by definition, and the rewrites `h k u` and `hu` followed by linearity of \(B_k\) are the remaining equalities of the one-step calculation.

In `chain_eigen`, the words `generalizing m` correspond to "for every \(m\)": the induction hypothesis is needed at start \(m+1\), as `ih (m + 1)`, and an induction with the start fixed at \(0\) would not supply it. The last line applies `raise` at index \(m\) and recombines the sum with `level_succ`. The main theorem turns `A n v = 0` into \(H_n v = 0 \cdot v\) as `h0` and calls `chain_eigen` with \(m = 0\), \(E = 0\).

In `chain_ne_zero`, `hu` is \(u \neq 0\), obtained by passing the tail condition at \(j+1\) to the induction hypothesis. The step `low` is the identity \(A_m B_m u = L_{m,n+1} u\), built from shape invariance and the eigenvalue equation `hE` for \(u\). Assuming \(B_m u = 0\) turns `low` into \(0 = L_{m,n+1} u\), which `smul_ne_zero` refutes; this is where the field is used. The theorem `chain_hasEigenvector` pairs the two results at \(m = 0\). In `oscillator_witness`, `derivative_mul` and `derivative_X` give the product rule \((xp)' = p + xp'\), and `abel` sorts the terms. Finally `oscillator_levels` evaluates each tail as \((l+1)\cdot 2\), shows it nonzero by `positivity`, and sums \(n\) copies of \(2\).

### Remarks

The examples and the normalisation below are worked on paper and have not been checked by Lean.

The chain states are unnormalised. If there is an inner product with \(B_k = A_k^\dagger\), the lowering identity gives \(\|B_m u\|^2 = \langle u, A_m B_m u\rangle = L_{m,n+1}\|u\|^2\), so \(\|w\|^2\) is \(\|v\|^2\) times the product of the tail sums. For the oscillator the polynomials \(B^n 1\) begin \(1,\ 2x,\ 4x^2 - 2\) and are the Hermite polynomials; the product of tails is \(2^n n!\), and the normalised state is \((2^n n! \sqrt{\pi})^{-1/2} (B^n 1)\, e^{-x^2/2}\). On wave functions \(BA = -d^2/dx^2 + x^2 - 1\), so the eigenvalue \(2n\) corresponds to \(n + \tfrac12\) for \(\tfrac12(-d^2/dx^2 + x^2)\).

Without \(A_n v = 0\) the eigenvalue can be wrong. For the oscillator with \(n = 1\) and \(v = x\), the state is \(w = 2x^2 - 1\), and \(BAw = B(4x) = 8x^2 - 4 = 4w\), where the formula would give \(2w\). Without the tail condition the state can vanish even when the full sum is nonzero. Take \(V = K = \mathbb{R}\), \(A_0 = B_0 = 1\), \(R_0 = 1\), and \(A_k = B_k = 0\), \(R_k = 0\) for \(k \geq 1\). Shape invariance holds, \(v = 1\) satisfies \(A_2 v = 0\), and \(R_0 + R_1 = 1\), but the tail \(R_1\) is zero and \(w = B_0 B_1 v = 0\).

In general, unlike for the oscillator, the operators depend on \(k\). For \(W_k = (a-k)\tanh x\) with a real parameter \(a\), acting on smooth functions, \(H_k = -d^2/dx^2 + (a-k)^2 - (a-k)(a-k+1)\operatorname{sech}^2 x\) and \(R_k = (a-k)^2 - (a-k-1)^2\). The levels telescope to \(a^2 - (a-n)^2\), and \(A_n\) annihilates \(v = \operatorname{sech}^{a-n} x\). A symbolic program starts from \(u = v\) and repeatedly replaces \(u\) by \(B_k u\) with \(k\) running downward from \(n-1\) to \(0\). For \(a = 2\), \(n = 1\) it returns \(B_0 \operatorname{sech} x = 3 \tanh x \operatorname{sech} x\) with eigenvalue \(3\). For \(a = 2\), \(n = 2\) it returns \(B_0 B_1 1 = 2 - 3\operatorname{sech}^2 x\) with eigenvalue \(4\), a nonzero eigenvector among smooth functions that is not square-integrable, so the number of bound states has to be decided separately.

An easy mistake, carried over from the oscillator, is to raise the state annihilated by \(A_0\) instead of \(A_n\), or to run the loop upward. The oscillator hides both errors, since its operators are the same for all \(k\). With \(a = 2\), raising \(\operatorname{sech}^2 x\), which \(A_0\) annihilates, gives \(B_0 \operatorname{sech}^2 x = 4\tanh x \operatorname{sech}^2 x\), and \(H_0\) maps this to \(24 \tanh x \operatorname{sech}^4 x\), which is not a multiple of it. A related trap arises in numerical code: real \(d \times d\) matrices with \(d \geq 1\) cannot satisfy \(AB = BA + 2\), because the traces would give \(0 = 2d\), so a truncated oscillator basis violates the hypothesis `ShapeInvariant`.
